# Potential function and logarithmic derivative for tails \(K-PJ\) of the radial Laplace equation

## An s wave outside a sphere

An electron scatters from an atom whose potential is confined to a sphere of radius \(w\). Outside the sphere its kinetic energy is taken to be zero, whatever the energy of the wave inside. This is an approximation, and it makes an s wave there a combination of \(1/r\) and a constant. Unless the wave is purely constant, it can be scaled to

\[
f(r)=\frac{w}{r}-\frac{P}{2},
\]

with one real number \(P\) that fixes the mixture. At the sphere,

\[
f(w)=1-\frac P2,\qquad w f'(w)=-1 .
\]

The solution inside the sphere enters only through its logarithmic derivative \(D=w\varphi'(w)/\varphi(w)\), where \(\varphi\) is the radial wave inside. Many codes store \(r\varphi\) instead, whose logarithmic derivative is \(D+1\). A smooth join needs \(wf'(w)/f(w)=D\), that is \(-1=D(1-P/2)\), and therefore

\[
P=\frac{2(D+1)}{D}=2+\frac2D .
\]

No finite \(P\) gives \(D=0\), because the slope at \(w\) never vanishes. If \(D\) depends on the energy \(E\), then \(P'(E)=-2D'(E)/D(E)^2\), so a falling \(D\) means a rising \(P\).

## The tail for any angular momentum

For angular momentum \(l=0,1,2,\dots\) the two solutions outside are

\[
K(r)=\left(\frac rw\right)^{-l-1},\qquad
J(r)=\frac{1}{2(2l+1)}\left(\frac rw\right)^{l},
\]

and the tail is \(f=K-PJ\). Here the word means the whole outer wave, whereas the tail of a conventional, unscreened muffin-tin orbital is \(K\) alone. The number \(P\), as a function of \(D\), is called the potential function. In muffin-tin orbital theory in the atomic-sphere approximation it carries the scattering properties of an atom into the band-structure equations; the results below concern one sphere and one \(l\), with a spherical potential and zero kinetic energy outside.

The letter \(w\) does two jobs here: it is the sphere radius and also the length that scales \(K\) and \(J\). Textbooks often keep these lengths apart, and their potential function then has an extra power of the ratio of the two.

## What is stated

Let \(w>0\) and \(D\neq l\). The main theorem, `hasLogDeriv_iff`, says that the tail is nonzero at \(w\) and has \(wf'(w)/f(w)=D\) exactly when

\[
P=2(2l+1)\,\frac{D+l+1}{D-l}.
\]

In Lean, `irregularWave`, `regularWave` and `tail` are \(K\), \(J\) and \(K-PJ\), as real functions of \(r\) with integer powers. The type `ℕ` of `l` restricts it to whole angular momenta. The right-hand side of the formula is `potentialFunction l D`.

The matching condition is `HasLogDeriv l w P D`. It uses the actual derivative of the tail, and it includes `tail l w P w ≠ 0`. Without that clause, Lean's convention \(x/0=0\) would assign the logarithmic derivative 0 to a tail with a node at the sphere.

Four further theorems surround the main one.

- `HasLogDeriv.ne` says that no finite \(P\) gives \(D=l\), so the excluded value is one that no tail attains.
- `smooth_join_iff` takes a function \(\varphi\) that is differentiable at \(w\), with \(\varphi(w)\neq0\) and logarithmic derivative \(D\neq l\). Some multiple \(N(K-PJ)\) agrees with \(\varphi\) in value and slope at \(w\) exactly when \(P\) is the potential function of \(D\). In the code `φ'` is a number, the slope at \(w\). Agreement of the slopes is expressed by saying that \(\varphi-Nf\) has derivative 0 there.
- `hasDerivAt_potential` and `deriv_potential_pos` treat \(P\) and \(D\) as functions of energy. If the tail with \(P(\varepsilon)\) has logarithmic derivative \(D(\varepsilon)\) for all energies \(\varepsilon\) near \(E\), and \(D\) is differentiable at \(E\), then \(P'(E)=-2(2l+1)^2D'(E)/(D(E)-l)^2\). If moreover \(D'(E)<0\), then \(P'(E)>0\). The number `D'` stands for \(D'(E)\).

The condition \(D'(E)<0\) is assumed. It stands for a property of the radial Schrödinger equation: for a regular solution in a fixed local potential, \(-D'(E)\) is proportional to the weight of the wave inside the sphere, divided by \(\varphi(w)^2\). Deriving this from the potential is the step that leads from the theorem to a real atom, and it is left to the reader's knowledge of that equation.

The sign result is local. It says nothing at an energy where \(D=l\), or where the inner wave has a node at \(w\) and \(D\) is infinite.

## Slopes and the radial equation

For any integer \(m\), the chain rule gives

\[
\frac{d}{dr}\left(\frac rw\right)^m=\frac mw\left(\frac rw\right)^{m-1}=\frac mr\left(\frac rw\right)^m .
\]

With \(m=-l-1\) and \(m=l\) this is \(K'=-(l+1)K/r\) and \(J'=lJ/r\), so

\[
r^2f'=r\bigl[-(l+1)K-P\,lJ\bigr].
\]

Differentiating once more by the product rule,

\[
(r^2f')'=-(l+1)K-P\,lJ+(l+1)^2K-P\,l^2J=l(l+1)(K-PJ).
\]

This is the radial Laplace equation, \((r^2f')'=l(l+1)f\), which confirms that the tail is a zero-kinetic-energy wave.

## Matching at the sphere

Set \(p=P/(2(2l+1))\). Since \(K(w)=1\) and \(J(w)=1/(2(2l+1))\),

\[
f(w)=1-p,\qquad wf'(w)=-(l+1)-p\,l .
\]

Suppose first that \(f(w)\neq0\) and the logarithmic derivative is \(D\). Then

\[
-(l+1)-p\,l=D(1-p)\quad\Longleftrightarrow\quad p(D-l)=D+l+1 .
\]

If \(D\) were \(l\), this would read \(0=2l+1\), which is impossible. So \(D\neq l\), and division gives the formula for \(P\).

Conversely, let \(D\neq l\) and let \(P\) have the stated value. Then \(p(D-l)=D+l+1\), and

\[
f(w)=1-p=-\frac{2l+1}{D-l}\neq0 .
\]

The equivalence above can now be read backwards, and the logarithmic derivative is \(D\).

For the smooth join, suppose \(\varphi(w)=Nf(w)\) and \(\varphi'(w)=Nf'(w)\). Because \(\varphi(w)\neq0\), neither \(N\) nor \(f(w)\) vanishes, and division shows that the two logarithmic derivatives agree. In the other direction, choose \(N=\varphi(w)/f(w)\). The values agree by this choice, and equal logarithmic derivatives then make the slopes agree.

## Energy dependence

Near \(E\) the matching condition forces \(D(\varepsilon)\neq l\) and \(P(\varepsilon)=2(2l+1)(D(\varepsilon)+l+1)/(D(\varepsilon)-l)\). The quotient rule gives

\[
P'=2(2l+1)\,\frac{D'(D-l)-(D+l+1)D'}{(D-l)^2}
=-\frac{2(2l+1)^2D'}{(D-l)^2},
\]

with everything evaluated at \(E\). Both squares are positive, so \(D'<0\) gives \(P'>0\).

## The Lean file

```lean
import Mathlib

open Filter Topology

namespace PotentialFunction

noncomputable section

/-- The irregular wave `K(r) = (r/w)^(-l-1)`, for `r` and `w` nonzero. -/
def irregularWave (l : ℕ) (w r : ℝ) : ℝ := (r / w) ^ (-(l : ℤ) - 1)

/-- The regular wave `J(r) = (r/w)^l / (2(2l+1))`, for `w` nonzero. -/
def regularWave (l : ℕ) (w r : ℝ) : ℝ := (r / w) ^ (l : ℤ) / (2 * (2 * l + 1))

/-- The tail `K - P J` outside the sphere of radius `w`. -/
def tail (l : ℕ) (w P r : ℝ) : ℝ := irregularWave l w r - P * regularWave l w r

/-- The tail `f = K - P J` is nonzero at the sphere radius `w` and has the
logarithmic derivative `w f'(w) / f(w) = D` there. -/
def HasLogDeriv (l : ℕ) (w P D : ℝ) : Prop :=
  tail l w P w ≠ 0 ∧ w * deriv (tail l w P) w / tail l w P w = D

/-- The potential function `P = 2(2l+1)(D+l+1)/(D-l)` of a logarithmic
derivative `D` different from `l`. -/
def potentialFunction (l : ℕ) (D : ℝ) : ℝ :=
  2 * (2 * l + 1) * (D + l + 1) / (D - l)

/-- A scaled power `(r/w)^m` has slope `m (r/w)^m / r` when `r` and `w` are nonzero. -/
theorem hasDerivAt_scaled_zpow {w r : ℝ} (hw : w ≠ 0) (hr : r ≠ 0) (m : ℤ) :
    HasDerivAt (fun s : ℝ => (s / w) ^ m) (m * (r / w) ^ m / r) r := by
  have hq : r / w ≠ 0 := div_ne_zero hr hw
  have hdiv : HasDerivAt (fun s : ℝ => s / w) (1 / w) r := (hasDerivAt_id r).div_const w
  refine (HasDerivAt.comp r (hasDerivAt_zpow m (r / w) (Or.inl hq)) hdiv).congr_deriv ?_
  rw [zpow_sub_one₀ hq]
  generalize (r / w) ^ m = q
  field_simp

/-- For positive `r` and `w`, the slopes of the two waves are
`K' = -(l+1) K / r` and `J' = l J / r`. -/
theorem hasDerivAt_waves {w r : ℝ} (hw : 0 < w) (hr : 0 < r) (l : ℕ) :
    HasDerivAt (irregularWave l w) (-(l + 1) * irregularWave l w r / r) r ∧
      HasDerivAt (regularWave l w) (l * regularWave l w r / r) r := by
  constructor
  · refine (hasDerivAt_scaled_zpow hw.ne' hr.ne' (-(l : ℤ) - 1)).congr_deriv ?_
    unfold irregularWave
    push_cast
    ring
  · refine ((hasDerivAt_scaled_zpow hw.ne' hr.ne' (l : ℤ)).div_const
      (2 * (2 * (l : ℝ) + 1))).congr_deriv ?_
    unfold regularWave
    push_cast
    ring

/-- For positive `r` and `w`, the slope of the tail is `(-(l+1) K - P l J) / r`. -/
theorem hasDerivAt_tail {w r : ℝ} (hw : 0 < w) (hr : 0 < r) (l : ℕ) (P : ℝ) :
    HasDerivAt (tail l w P)
      ((-(l + 1) * irregularWave l w r - P * (l * regularWave l w r)) / r) r := by
  obtain ⟨hK, hJ⟩ := hasDerivAt_waves hw hr l
  refine (hK.fun_sub (hJ.const_mul P)).congr_deriv ?_
  ring

/-- For `w > 0` the tail solves the radial Laplace equation
`(r² f')' = l(l+1) f` at every `r > 0`. -/
theorem tail_radial_equation {w r : ℝ} (hw : 0 < w) (hr : 0 < r) (l : ℕ) (P : ℝ) :
    HasDerivAt (fun s => s ^ 2 * deriv (tail l w P) s) (l * (l + 1) * tail l w P r) r := by
  obtain ⟨hK, hJ⟩ := hasDerivAt_waves hw hr l
  -- near `r` the flux `s² f'` is `s` times a combination of the two waves
  have hev : (fun s => s ^ 2 * deriv (tail l w P) s) =ᶠ[𝓝 r] fun s =>
      s * (-((l : ℝ) + 1) * irregularWave l w s - P * (l * regularWave l w s)) := by
    filter_upwards [lt_mem_nhds hr] with s hs
    rw [(hasDerivAt_tail hw hs l P).deriv]
    have hs' : s ≠ 0 := ne_of_gt hs
    field_simp
  have h := (hasDerivAt_id' r).fun_mul ((hK.const_mul (-((l : ℝ) + 1))).fun_sub
    ((hJ.const_mul (l : ℝ)).const_mul P))
  refine (h.congr_of_eventuallyEq hev).congr_deriv ?_
  have hr' : r ≠ 0 := hr.ne'
  unfold tail
  field_simp
  ring

/-- At the sphere radius `w > 0` the tail has the value `1 - p` and the scaled slope
`w f'(w) = -(l+1) - p l`, where `p = P / (2(2l+1))`. -/
theorem tail_boundary {w : ℝ} (hw : 0 < w) (l : ℕ) (P : ℝ) :
    tail l w P w = 1 - P / (2 * (2 * l + 1)) ∧
      w * deriv (tail l w P) w = -(l + 1) - P / (2 * (2 * l + 1)) * l := by
  have hK : irregularWave l w w = 1 := by
    rw [irregularWave, div_self hw.ne', one_zpow]
  have hJ : regularWave l w w = 1 / (2 * (2 * l + 1)) := by
    rw [regularWave, div_self hw.ne', one_zpow]
  constructor
  · rw [tail, hK, hJ]
    ring
  · rw [(hasDerivAt_tail hw hw l P).deriv, hK, hJ, mul_div_cancel₀ _ hw.ne']
    ring

/-- For `w > 0`, no tail `K - P J` with finite `P` has the logarithmic derivative `l` at `w`. -/
theorem HasLogDeriv.ne {l : ℕ} {w P D : ℝ} (hw : 0 < w) (h : HasLogDeriv l w P D) :
    D ≠ l := by
  obtain ⟨h0, h⟩ := h
  rw [div_eq_iff h0, (tail_boundary hw l P).1, (tail_boundary hw l P).2] at h
  rintro rfl
  have hl : (0 : ℝ) < 2 * l + 1 := by positivity
  exact hl.ne' (by linear_combination -h)

/-- For `w > 0` and `D ≠ l`, the tail `K - P J` is nonzero at `w` with logarithmic
derivative `D` exactly when `P = 2(2l+1)(D+l+1)/(D-l)`. -/
theorem hasLogDeriv_iff {l : ℕ} {w P D : ℝ} (hw : 0 < w) (hD : D ≠ l) :
    HasLogDeriv l w P D ↔ P = potentialFunction l D := by
  have hl : (0 : ℝ) < 2 * l + 1 := by positivity
  have hl' : (2 * (l : ℝ) + 1) ≠ 0 := hl.ne'
  have hd : D - l ≠ 0 := sub_ne_zero.2 hD
  unfold HasLogDeriv
  rw [(tail_boundary hw l P).1, (tail_boundary hw l P).2]
  constructor
  · rintro ⟨h0, h⟩
    rw [div_eq_iff h0] at h
    have hp : P = 2 * (2 * l + 1) * (P / (2 * (2 * l + 1))) := by field_simp
    rw [potentialFunction, eq_div_iff hd]
    linear_combination (2 * (2 * (l : ℝ) + 1)) * h + (D - l) * hp
  · intro hP
    have hp : P / (2 * (2 * l + 1)) * (D - l) = D + l + 1 := by
      rw [hP, potentialFunction]
      field_simp
    -- a node at `w` would force `2l+1 = 0`
    have h0 : 1 - P / (2 * (2 * (l : ℝ) + 1)) ≠ 0 := fun h =>
      hl' (by linear_combination -hp - (D - l) * h)
    refine ⟨h0, ?_⟩
    rw [div_eq_iff h0]
    linear_combination hp

/-- Let a partial wave `φ` be nonzero at `w > 0` with logarithmic derivative `D ≠ l`.
Some multiple of `K - P J` joins it at `w` in value and slope exactly when `P` is the
potential function of `D`. -/
theorem smooth_join_iff {l : ℕ} {w P φ' : ℝ} {φ : ℝ → ℝ} (hw : 0 < w)
    (hφ : HasDerivAt φ φ' w) (h0 : φ w ≠ 0) (hD : w * φ' / φ w ≠ l) :
    (∃ N : ℝ, φ w = N * tail l w P w ∧
      HasDerivAt (fun r => φ r - N * tail l w P r) 0 w) ↔
      P = potentialFunction l (w * φ' / φ w) := by
  rw [← hasLogDeriv_iff hw hD]
  have he := (hasDerivAt_tail hw hw l P).differentiableAt.hasDerivAt
  have hdiff := fun N : ℝ => hφ.fun_sub (he.const_mul N)
  constructor
  · rintro ⟨N, hv, hs⟩
    have hs' : φ' - N * deriv (tail l w P) w = 0 := (hdiff N).unique hs
    have hN : N ≠ 0 := fun h => h0 (by rw [hv, h, zero_mul])
    have hf : tail l w P w ≠ 0 := fun h => h0 (by rw [hv, h, mul_zero])
    refine ⟨hf, ?_⟩
    rw [hv, sub_eq_zero.1 hs']
    field_simp
  · rintro ⟨hf, hs⟩
    -- the amplitude is fixed by the values, and the slopes then agree
    refine ⟨φ w / tail l w P w, by field_simp, (hdiff _).congr_deriv ?_⟩
    rw [div_eq_div_iff hf h0] at hs
    have h2 : deriv (tail l w P) w * φ w = φ' * tail l w P w :=
      mul_left_cancel₀ hw.ne' (by linear_combination hs)
    rw [sub_eq_zero, div_mul_eq_mul_div, eq_div_iff hf]
    linear_combination -h2

/-- If `w > 0`, the tail with `P(ε)` has logarithmic derivative `D(ε)` at `w` for all
energies `ε` near `E`, and `D` is differentiable at `E`, then
`P'(E) = -2(2l+1)² D'(E) / (D(E)-l)²`. -/
theorem hasDerivAt_potential {l : ℕ} {w E D' : ℝ} {P D : ℝ → ℝ} (hw : 0 < w)
    (hM : ∀ᶠ ε in 𝓝 E, HasLogDeriv l w (P ε) (D ε)) (hD : HasDerivAt D D' E) :
    HasDerivAt P (-(2 * (2 * l + 1) ^ 2 * D') / (D E - l) ^ 2) E := by
  have hne : D E - l ≠ 0 := sub_ne_zero.2 (hM.self_of_nhds.ne hw)
  have hev : P =ᶠ[𝓝 E] fun ε => 2 * (2 * (l : ℝ) + 1) * (D ε + l + 1) / (D ε - l) := by
    filter_upwards [hM] with ε h
    exact (hasLogDeriv_iff hw (h.ne hw)).1 h
  have hn : HasDerivAt (fun ε => 2 * (2 * (l : ℝ) + 1) * (D ε + l + 1))
      (2 * (2 * (l : ℝ) + 1) * D') E :=
    ((hD.add_const (l : ℝ)).add_const 1).const_mul _
  have hd : HasDerivAt (fun ε => D ε - (l : ℝ)) D' E := hD.sub_const (l : ℝ)
  refine ((hn.fun_div hd hne).congr_of_eventuallyEq hev).congr_deriv ?_
  ring

/-- If `w > 0`, the tail with `P(ε)` has logarithmic derivative `D(ε)` at `w` for all
energies `ε` near `E`, and `D'(E) < 0`, then `P'(E) > 0`. -/
theorem deriv_potential_pos {l : ℕ} {w E D' : ℝ} {P D : ℝ → ℝ} (hw : 0 < w)
    (hM : ∀ᶠ ε in 𝓝 E, HasLogDeriv l w (P ε) (D ε)) (hD : HasDerivAt D D' E)
    (hneg : D' < 0) : 0 < deriv P E := by
  have hne : D E - l ≠ 0 := sub_ne_zero.2 (hM.self_of_nhds.ne hw)
  have hl : (0 : ℝ) < (2 * l + 1) ^ 2 := by positivity
  rw [(hasDerivAt_potential hw hM hD).deriv]
  refine div_pos ?_ (by positivity)
  nlinarith [mul_pos hl (neg_pos.2 hneg)]

end

end PotentialFunction
```

```lean
#print axioms PotentialFunction.tail_radial_equation
#print axioms PotentialFunction.smooth_join_iff
#print axioms PotentialFunction.deriv_potential_pos
```

```
'PotentialFunction.tail_radial_equation' depends on axioms: [propext, Classical.choice, Quot.sound]
'PotentialFunction.smooth_join_iff' depends on axioms: [propext, Classical.choice, Quot.sound]
'PotentialFunction.deriv_potential_pos' depends on axioms: [propext, Classical.choice, Quot.sound]
```

## From scaled powers to boundary values

`hasDerivAt_scaled_zpow` is the chain rule for \((r/w)^m\). `hasDerivAt_waves` applies it with the two exponents, and `hasDerivAt_tail` combines the results into the slope of \(K-PJ\).

In `tail_radial_equation`, the function to be differentiated contains `deriv (tail l w P)`. Agreement with an explicit formula at \(r\) alone would not justify a replacement, but agreement on a neighbourhood of \(r\) does, and `hev` supplies this: all points near a positive \(r\) are positive, and the slope formula holds at each of them. The product rule and the wave slopes then give the derivative of \(r^2f'\), and `field_simp` with `ring` collects the terms as in the calculation above.

`tail_boundary` evaluates both waves at \(w\), where \(r/w=1\), and returns \(1-p\) and \(-(l+1)-pl\). After this lemma the matching problem is algebra in \(p\).

## The equivalence and the join

`HasLogDeriv.ne` clears the denominator with `div_eq_iff`, which is allowed because the boundary value is nonzero. It then substitutes \(D=l\), and `linear_combination` extracts \(2l+1=0\), against positivity.

In `hasLogDeriv_iff`, the forward direction clears both denominators and finds the formula for \(P\) as a linear combination of the matching equation and the definition of \(p\). The backward direction first establishes `hp`, the relation \(p(D-l)=D+l+1\). From it `h0` shows that the tail has no node at \(w\), since \(p=1\) would again force \(2l+1=0\). The quotient can then be cleared, and `hp` finishes the argument.

`smooth_join_iff` begins by rewriting its right-hand side as `HasLogDeriv` through the main equivalence. Going forward, uniqueness of the derivative turns the vanishing slope of \(\varphi-Nf\) into \(\varphi'(w)=Nf'(w)\). Going back, the amplitude `φ w / tail l w P w` is supplied explicitly, and cancelling the factor \(w\) yields the equality of slopes.

## The sign of the energy derivative

`hasDerivAt_potential` obtains \(D(E)\neq l\) from `HasLogDeriv.ne`, so it does not appear as a hypothesis. The statement `hev` says that \(P\) coincides with the explicit quotient near \(E\). The quotient rule therefore gives the derivative of \(P\) itself, whose differentiability is a conclusion. In `deriv_potential_pos`, `div_pos` separates numerator from denominator, and `nlinarith` obtains the positive numerator from the product of \((2l+1)^2\) and \(-D'\).
